# The SR1 Hessian update: for a nonzero secant residual it exists exactly when the residual is not orthogonal to the step, and it is unique

A quasi-Newton geometry optimiser avoids computing second derivatives by carrying a model Hessian $B$ and correcting it after each step. Take two coordinates, let $B$ be the unit matrix, let the step be $s = (1,0)$, and suppose the gradient changes by $y = (1,1)$. The model predicted the change $Bs = (1,0)$, so it missed by $r = y - Bs = (0,1)$. With $\langle a,b\rangle = \sum_i a_i b_i$, the symmetric rank-one (SR1) recipe adds $r r^{\mathsf T}/\langle r,s\rangle$ to $B$, and here $\langle r,s\rangle = 0$. The formula alone does not tell whether this is a defect of one way of writing the correction, to be cured by another scalar $c$ and vector $v$ in $B + c\,v v^{\mathsf T}$, or whether no such correction exists. Nor does it tell, when the denominator is harmless, whether a different $c$ and $v$ would give a different matrix. For $r \neq 0$ both questions have a definite answer: a matrix $B + c\,v v^{\mathsf T}$ that maps $s$ to $y$ exists if and only if $\langle r,s\rangle \neq 0$, and it is then the SR1 matrix.

## Step, gradient change and residual

Let $E(x)$ be the energy as a function of finitely many real coordinates and $g(x)$ its gradient. A step from $x$ to $x+s$ gives $y = g(x+s) - g(x)$. On a quadratic surface with Hessian $H$ one has $y = Hs$ exactly, and this motivates the secant condition on the new model Hessian $X$,
$$Xs = y .$$
On a general surface the condition is a postulate: it asks $X$ to reproduce the curvature averaged along the last step. The Lean file contains no energy function. The vectors $s$ and $y$ are arbitrary elements of `n → ℝ`, where `n` is a finite type that labels the coordinates, and $B$ is a `Matrix n n ℝ`. The product $Bs$ is `B *ᵥ s`, the sum $\langle a,b\rangle$ is `a ⬝ᵥ b`, and the outer product $u w^{\mathsf T}$ of two vectors, with entries $u_i w_j$, is `vecMulVec u w`.

```lean
import Mathlib

open Matrix

namespace SymmetricRankOneUpdate

noncomputable section

variable {n : Type*} [Fintype n]
```

The residual $r = y - Bs$ is the part of the gradient change that $B$ fails to predict. The convention is that $B$ models the Hessian, not its inverse. The number $\langle r,s\rangle = \langle y,s\rangle - \langle Bs,s\rangle$ has the dimension of energy and compares the observed curvature along the step with the modelled one; on the quadratic surface it equals $s^{\mathsf T}(H-B)s$.

```lean
/-- The secant residual `r = y - B s`: the part of the gradient change `y` along the step `s`
that the model Hessian `B` fails to predict. -/
def secantResidual (B : Matrix n n ℝ) (s y : n → ℝ) : n → ℝ :=
  y - B *ᵥ s
```

The candidates are $B + c\,v v^{\mathsf T}$ with $c$ real and $v$ any vector. The scalar may have either sign, which lets the correction lower curvature as well as raise it, and $c = 0$ or $v = 0$ is allowed, so the correction has rank at most one.

```lean
/-- The model Hessian `B` corrected by a symmetric term of rank at most one: `B + c v vᵀ`. -/
def rankOneUpdate (B : Matrix n n ℝ) (c : ℝ) (v : n → ℝ) : Matrix n n ℝ :=
  B + c • vecMulVec v v
```

The SR1 matrix is the member of this family with $v = r$ and $c = 1/\langle r,s\rangle$. Lean sets the inverse of zero to zero, so `sr1 B s y` equals $B$ when $\langle r,s\rangle = 0$; every theorem that mentions `sr1` either assumes a nonzero denominator or has hypotheses that force one.

```lean
/-- The SR1 update `B + r rᵀ / ⟨r, s⟩` with `r = y - B s`. -/
def sr1 (B : Matrix n n ℝ) (s y : n → ℝ) : Matrix n n ℝ :=
  rankOneUpdate B (secantResidual B s y ⬝ᵥ s)⁻¹ (secantResidual B s y)
```

## Action of an outer product on the step

Component $i$ of $(u w^{\mathsf T})s$ is
$$\sum_j u_i w_j s_j = \Big(\sum_j w_j s_j\Big) u_i ,\qquad\text{so}\qquad (u w^{\mathsf T})s = \langle w,s\rangle\,u .$$
In `outer_mulVec`, `ext i` passes to components, `show` displays the two sums, `Finset.sum_mul` moves $u_i$ inside the right-hand sum, and `ring` matches the terms.

```lean
/-- The outer product `u wᵀ` maps `s` to `⟨w, s⟩ u`. -/
theorem outer_mulVec (u w s : n → ℝ) : vecMulVec u w *ᵥ s = (w ⬝ᵥ s) • u := by
  ext i
  show ∑ j, (u i * w j) * s j = (∑ j, w j * s j) * u i
  rw [Finset.sum_mul]
  exact Finset.sum_congr rfl fun j _ => by ring
```

Since $c\,v v^{\mathsf T} = (cv)v^{\mathsf T}$ entry by entry, the choice $u = cv$, $w = v$ gives
$$(B + c\,v v^{\mathsf T})s = Bs + c\,\langle v,s\rangle\,v .$$
The entrywise identity is `hc`, and the rest is the previous lemma.

```lean
/-- The matrix `B + c v vᵀ` maps the step `s` to `B s + c ⟨v, s⟩ v`. -/
theorem rankOneUpdate_mulVec (B : Matrix n n ℝ) (c : ℝ) (v s : n → ℝ) :
    rankOneUpdate B c v *ᵥ s = B *ᵥ s + (c * (v ⬝ᵥ s)) • v := by
  have hc : c • vecMulVec v v = vecMulVec (c • v) v := by
    ext i j
    show c * (v i * v j) = c * v i * v j
    ring
  rw [rankOneUpdate, hc, Matrix.add_mulVec, outer_mulVec, smul_smul, mul_comm (v ⬝ᵥ s) c]
```

A Hessian is symmetric, and the family respects this. If $B_{ji} = B_{ij}$ then $B_{ji} + c\,v_j v_i = B_{ij} + c\,v_i v_j$. The tactic `linear_combination h` confirms that the two sides differ only by the symmetry relation of $B$. Because `sr1` is defined through `rankOneUpdate`, the statement applies to the SR1 matrix as a special case.

```lean
omit [Fintype n] in
/-- If `B` is symmetric, so is `B + c v vᵀ`. -/
theorem rankOneUpdate_isSymm {B : Matrix n n ℝ} (hB : B.IsSymm) (c : ℝ) (v : n → ℝ) :
    (rankOneUpdate B c v).IsSymm := by
  refine Matrix.IsSymm.ext fun i j => ?_
  have h := hB.apply i j
  simp only [rankOneUpdate, Matrix.add_apply, Matrix.smul_apply, vecMulVec_apply, smul_eq_mul]
  linear_combination h
```

## A symmetric outer product is fixed by a nonzero image of the step

The central step concerns any outer product $u w^{\mathsf T}$ that is symmetric and maps $s$ to a vector $r \neq 0$. Symmetry means $w u^{\mathsf T} = u w^{\mathsf T}$, so the action on $s$ can be evaluated in two ways,
$$r = \langle w,s\rangle\,u = \langle u,s\rangle\,w .$$
If either scalar vanished, $r$ would be zero, so $\langle w,s\rangle \neq 0$ and $\langle u,s\rangle \neq 0$. Taking the product of the first form with $s$ gives
$$\langle r,s\rangle = \langle w,s\rangle\langle u,s\rangle \neq 0 .$$
Using the first form for $r_i$ and the second for $r_j$,
$$r_i r_j = \langle w,s\rangle\langle u,s\rangle\,u_i w_j = \langle r,s\rangle\,u_i w_j ,$$
and division by $\langle r,s\rangle$ yields $u w^{\mathsf T} = r r^{\mathsf T}/\langle r,s\rangle$.

The proof of `symmetric_outer_eq` follows these lines. `hswap` is the exchange of the two factors, `h1` and `h2` are the two expressions for $r$, `ha` and `hb` say that the scalars are nonzero, and `hrs` is the product formula. For the matrix identity, `ei` and `ej` are the components $r_i$ and $r_j$, and `eq_inv_mul_iff_mul_eq₀` multiplies through by the nonzero denominator, which leaves a polynomial identity for `ring`. In this lemma `r` is a free vector, not yet the residual.

```lean
/-- A symmetric outer product `u wᵀ` that maps `s` to a nonzero vector `r` forces
`⟨r, s⟩ ≠ 0` and equals `r rᵀ / ⟨r, s⟩`. -/
theorem symmetric_outer_eq {u w s r : n → ℝ} (hsym : (vecMulVec u w).IsSymm) (hr : r ≠ 0)
    (h : vecMulVec u w *ᵥ s = r) :
    r ⬝ᵥ s ≠ 0 ∧ vecMulVec u w = (r ⬝ᵥ s)⁻¹ • vecMulVec r r := by
  have hswap : vecMulVec w u = vecMulVec u w := by
    ext i j
    have h0 : u j * w i = u i * w j := hsym.apply i j
    show w i * u j = u i * w j
    linarith
  -- by symmetry r is parallel to both factors: r = ⟨w,s⟩ u = ⟨u,s⟩ w
  have h1 : (w ⬝ᵥ s) • u = r := (outer_mulVec u w s).symm.trans h
  have h2 : (u ⬝ᵥ s) • w = r := (outer_mulVec w u s).symm.trans (by rw [hswap, h])
  have ha : w ⬝ᵥ s ≠ 0 := fun h0 => hr (by rw [← h1, h0, zero_smul])
  have hb : u ⬝ᵥ s ≠ 0 := fun h0 => hr (by rw [← h2, h0, zero_smul])
  -- hence ⟨r,s⟩ = ⟨w,s⟩ ⟨u,s⟩
  have hrs : r ⬝ᵥ s = (w ⬝ᵥ s) * (u ⬝ᵥ s) := by
    rw [← h1, smul_dotProduct, smul_eq_mul]
  refine ⟨by rw [hrs]; exact mul_ne_zero ha hb, ?_⟩
  ext i j
  have ei : r i = (w ⬝ᵥ s) * u i := (congrFun h1 i).symm
  have ej : r j = (u ⬝ᵥ s) * w j := (congrFun h2 j).symm
  show u i * w j = (r ⬝ᵥ s)⁻¹ * (r i * r j)
  rw [hrs, ei, ej, eq_inv_mul_iff_mul_eq₀ (mul_ne_zero ha hb)]
  ring
```

## The SR1 matrix meets the secant condition

For $\langle r,s\rangle \neq 0$, the action formula with $v = r$ and $c = 1/\langle r,s\rangle$ gives
$$\Big(B + \frac{r r^{\mathsf T}}{\langle r,s\rangle}\Big)s = Bs + \frac{\langle r,s\rangle}{\langle r,s\rangle}\,r = Bs + (y - Bs) = y .$$
The cancellation is `inv_mul_cancel₀ h`, and `abel` performs the last addition.

```lean
/-- If `⟨r, s⟩ ≠ 0`, the SR1 update satisfies the secant condition: it maps `s` to `y`. -/
theorem sr1_secant {B : Matrix n n ℝ} {s y : n → ℝ} (h : secantResidual B s y ⬝ᵥ s ≠ 0) :
    sr1 B s y *ᵥ s = y := by
  rw [sr1, rankOneUpdate_mulVec, inv_mul_cancel₀ h, one_smul, secantResidual]
  abel
```

## Existence and uniqueness

Suppose $r \neq 0$ and $(B + c\,v v^{\mathsf T})s = y$. Subtracting $Bs$ shows that $(cv)v^{\mathsf T}$ maps $s$ to $r$. This outer product is symmetric because $c\,v_j v_i = c\,v_i v_j$. The central lemma with $u = cv$, $w = v$ then gives $\langle r,s\rangle \neq 0$ and $c\,v v^{\mathsf T} = r r^{\mathsf T}/\langle r,s\rangle$. Conversely, when $\langle r,s\rangle \neq 0$ the SR1 matrix itself is a solution.

The theorem `sr1_exists_iff_and_unique` has the single hypothesis `hr`, that the residual is not the zero vector, which says that the old model failed to predict the gradient change. It concludes two things. Some $c$ and $v$ with `rankOneUpdate B c v *ᵥ s = y` exist if and only if `secantResidual B s y ⬝ᵥ s ≠ 0`; and for all $c$ and $v$ that meet the secant condition, the matrix equals `sr1 B s y`. Uniqueness is that of the matrix, not of the pair $(c,v)$, since $v \to \lambda v$ and $c \to c/\lambda^2$ with $\lambda \neq 0$ leave $c\,v v^{\mathsf T}$ unchanged. $B$ is not assumed symmetric here, because only the symmetry of the correction is used. A zero step is included: then $\langle r,s\rangle = 0$ and no update exists. With one coordinate the condition is $s \neq 0$ and the SR1 matrix is the number $y/s$.

Inside the proof, `key` holds the forward argument, with `hsym` and `hmap` supplying the hypotheses of the central lemma. It is used once for the forward direction of the equivalence and once for uniqueness, while `sr1_secant h` gives the backward direction.

```lean
/-- For `r = y - B s ≠ 0`, a matrix `B + c v vᵀ` that maps `s` to `y` exists exactly when
`⟨r, s⟩ ≠ 0`, and every such matrix equals the SR1 update `B + r rᵀ / ⟨r, s⟩`. -/
theorem sr1_exists_iff_and_unique {B : Matrix n n ℝ} {s y : n → ℝ}
    (hr : secantResidual B s y ≠ 0) :
    ((∃ (c : ℝ) (v : n → ℝ), rankOneUpdate B c v *ᵥ s = y) ↔
        secantResidual B s y ⬝ᵥ s ≠ 0) ∧
      ∀ (c : ℝ) (v : n → ℝ), rankOneUpdate B c v *ᵥ s = y →
        rankOneUpdate B c v = sr1 B s y := by
  have key : ∀ (c : ℝ) (v : n → ℝ), rankOneUpdate B c v *ᵥ s = y →
      secantResidual B s y ⬝ᵥ s ≠ 0 ∧ rankOneUpdate B c v = sr1 B s y := by
    intro c v h
    -- write c v vᵀ as the symmetric outer product (c v) vᵀ, which maps s to r
    have hc : c • vecMulVec v v = vecMulVec (c • v) v := by
      ext i j
      show c * (v i * v j) = c * v i * v j
      ring
    have hsym : (vecMulVec (c • v) v).IsSymm := by
      refine Matrix.IsSymm.ext fun i j => ?_
      simp only [vecMulVec_apply, Pi.smul_apply, smul_eq_mul]
      ring
    have hmap : vecMulVec (c • v) v *ᵥ s = secantResidual B s y := by
      rw [secantResidual, ← h, rankOneUpdate, hc, Matrix.add_mulVec]
      abel
    obtain ⟨h1, h2⟩ := symmetric_outer_eq hsym hr hmap
    refine ⟨h1, ?_⟩
    unfold sr1 rankOneUpdate
    rw [hc, h2]
  refine ⟨⟨?_, fun h => ⟨_, _, sr1_secant h⟩⟩, fun c v h => (key c v h).2⟩
  rintro ⟨c, v, h⟩
  exact (key c v h).1
```

As an instance, take $B$ the unit matrix, $s = (1,0)$, and a quadratic surface with
$$H = \begin{pmatrix} -1 & 1\\ 1 & 2\end{pmatrix},\qquad y = Hs = (-1,1),\qquad r = (-2,1),\qquad \langle r,s\rangle = -2 .$$
Then
$$X = \begin{pmatrix} 1 & 0\\ 0 & 1\end{pmatrix} - \frac12\begin{pmatrix} 4 & -2\\ -2 & 1\end{pmatrix} = \begin{pmatrix} -1 & 1\\ 1 & \tfrac12\end{pmatrix},\qquad Xs = (-1,1) = y .$$
The pairs $c = -\tfrac12$, $v = (-2,1)$ and $c = -2$, $v = (-1,\tfrac12)$ give this same $X$. Its determinant is $-\tfrac32$, so it has one negative eigenvalue although $B$ was positive definite. Counting rows and columns from $0$ as Lean does, the entry $X_{11} = \tfrac12$ differs from $H_{11} = 2$, a curvature that the step did not probe.

## Uniqueness among all symmetric matrices of the form $B + u w^{\mathsf T}$

The form $c\,v v^{\mathsf T}$ builds symmetry in from the start. A second formulation starts from two arbitrary vectors $u$ and $w$ and asks only that $X = B + u w^{\mathsf T}$ be symmetric. For symmetric $B$ this describes the same set of matrices, since a symmetric real outer product is zero or has parallel factors, but the form $c\,v v^{\mathsf T}$ is no longer assumed. Here the symmetry of $B$ is used: $u w^{\mathsf T} = X - B$ is a difference of symmetric matrices, hence symmetric, and it maps $s$ to $y - Bs = r$. The central lemma applies directly. In `sr1_unique_of_isSymm` the hypotheses `hB` and `hX` are the symmetry of the old and new model Hessians, `hX.sub hB` is the symmetry of the difference, and the conclusion is again $\langle r,s\rangle \neq 0$ together with $X$ equal to the SR1 matrix.

```lean
/-- Let `B` be symmetric and `r = y - B s ≠ 0`. If `B + u wᵀ` is symmetric and maps `s` to `y`,
then `⟨r, s⟩ ≠ 0` and `B + u wᵀ` is the SR1 update. -/
theorem sr1_unique_of_isSymm {B : Matrix n n ℝ} {s y u w : n → ℝ} (hB : B.IsSymm)
    (hX : (B + vecMulVec u w).IsSymm) (hr : secantResidual B s y ≠ 0)
    (h : (B + vecMulVec u w) *ᵥ s = y) :
    secantResidual B s y ⬝ᵥ s ≠ 0 ∧ B + vecMulVec u w = sr1 B s y := by
  -- the correction is a difference of symmetric matrices
  have hsym : (vecMulVec u w).IsSymm := by
    have hd := hX.sub hB
    rwa [add_sub_cancel_left] at hd
  have hmap : vecMulVec u w *ᵥ s = secantResidual B s y := by
    rw [secantResidual, ← h, Matrix.add_mulVec]
    abel
  obtain ⟨h1, h2⟩ := symmetric_outer_eq hsym hr hmap
  refine ⟨h1, ?_⟩
  unfold sr1 rankOneUpdate
  rw [h2]
```

## Zero residual

If $Bs = y$ already, the secant condition on $B + c\,v v^{\mathsf T}$ reads $c\,\langle v,s\rangle\,v = 0$. This holds when $c = 0$, when $\langle v,s\rangle = 0$, or when $v = 0$, and the third case is contained in the second. So the condition is equivalent to $c = 0$ or $\langle v,s\rangle = 0$. An update now exists although $\langle r,s\rangle = 0$, and with two or more coordinates there are nonzero $v$ orthogonal to $s$, so the matrix is not determined. This shows the role of `hr` in both halves of the main theorem. In Lean, `add_eq_left` cancels $Bs$, `smul_eq_zero` and `mul_eq_zero` split the product into the three cases, and `zero_dotProduct` absorbs $v = 0$.

```lean
/-- If `B` already maps `s` to `y`, then `B + c v vᵀ` maps `s` to `y` exactly when `c = 0` or
`v` is orthogonal to `s`. -/
theorem secant_iff_of_residual_zero {B : Matrix n n ℝ} {s y : n → ℝ} (h : B *ᵥ s = y)
    (c : ℝ) (v : n → ℝ) :
    rankOneUpdate B c v *ᵥ s = y ↔ c = 0 ∨ v ⬝ᵥ s = 0 := by
  subst h
  rw [rankOneUpdate_mulVec, add_eq_left, smul_eq_zero, mul_eq_zero]
  constructor
  · rintro (h | h)
    · exact h
    · right
      rw [h, zero_dotProduct]
  · exact Or.inl
```

## A step that admits no update

The opening case can now be settled. For the unit matrix, $s = (1,0)$ and $y = (1,1)$, the residual is $r = (0,1)$. Its component with index $1$ equals $1$, so $r \neq 0$, and $\langle r,s\rangle = 0\cdot 1 + 1\cdot 0 = 0$. The main theorem excludes every $c$ and $v$. Directly, the condition reads $c\,v_0 v_0 = 0$ and $c\,v_0 v_1 = 1$; the first forces $c\,v_0 = 0$, which contradicts the second. In `sr1_breakdown`, `hres` computes the residual, `hr` reads off the nonzero component, and the forward direction of the equivalence is applied to a supposed solution `hex`.

```lean
/-- For the unit matrix in two dimensions, step `(1, 0)` and gradient change `(1, 1)`, the
residual is `(0, 1)` and no matrix `1 + c v vᵀ` maps the step to the gradient change. -/
theorem sr1_breakdown :
    secantResidual (1 : Matrix (Fin 2) (Fin 2) ℝ) ![1, 0] ![1, 1] = ![0, 1] ∧
      ¬ ∃ (c : ℝ) (v : Fin 2 → ℝ),
        rankOneUpdate (1 : Matrix (Fin 2) (Fin 2) ℝ) c v *ᵥ ![1, 0] = ![1, 1] := by
  have hres : secantResidual (1 : Matrix (Fin 2) (Fin 2) ℝ) ![1, 0] ![1, 1] = ![0, 1] := by
    rw [secantResidual, Matrix.one_mulVec]
    ext i
    fin_cases i <;> simp
  have hr : secantResidual (1 : Matrix (Fin 2) (Fin 2) ℝ) ![1, 0] ![1, 1] ≠ 0 := by
    rw [hres]
    intro h0
    simpa using congrFun h0 1
  refine ⟨hres, fun hex => (sr1_exists_iff_and_unique hr).1.1 hex ?_⟩
  -- the residual is orthogonal to the step
  rw [hres]
  simp [dotProduct, Fin.sum_univ_two]

end

end SymmetricRankOneUpdate
```

```lean
#print axioms SymmetricRankOneUpdate.sr1_exists_iff_and_unique
-- 'SymmetricRankOneUpdate.sr1_exists_iff_and_unique' depends on axioms: [propext, Classical.choice, Quot.sound]
#print axioms SymmetricRankOneUpdate.sr1_unique_of_isSymm
-- 'SymmetricRankOneUpdate.sr1_unique_of_isSymm' depends on axioms: [propext, Classical.choice, Quot.sound]
#print axioms SymmetricRankOneUpdate.secant_iff_of_residual_zero
-- 'SymmetricRankOneUpdate.secant_iff_of_residual_zero' depends on axioms: [propext, Classical.choice, Quot.sound]
#print axioms SymmetricRankOneUpdate.sr1_breakdown
-- 'SymmetricRankOneUpdate.sr1_breakdown' depends on axioms: [propext, Classical.choice, Quot.sound]
```

## The update inside an optimiser

On a Born–Oppenheimer energy surface a Hessian usually costs much more than a gradient, and a model Hessian that is to resemble the true one near a first-order saddle point must be able to hold a negative eigenvalue, since the true Hessian has one there; the theorems bear on one update of such a model, in exact real arithmetic and in a fixed set of finitely many coordinates. They say nothing about sequences of updates, convergence of $B$ to the true Hessian, the eigenvalues of $X$, or rounding.

The $2\times2$ instance with $H$ above and the remarks that follow are ordinary arithmetic and programming practice, and no theorem in the file states them. In floating point the denominator is rarely exactly zero, and the trouble comes from values that are small compared with the product of the lengths of $r$ and $s$. Changing the breakdown example to $y = (1+\varepsilon, 1)$ with $\varepsilon \neq 0$ gives $r = (\varepsilon, 1)$, $\langle r,s\rangle = \varepsilon$, and the correction
$$\frac{r r^{\mathsf T}}{\langle r,s\rangle} = \begin{pmatrix} \varepsilon & 1\\ 1 & 1/\varepsilon\end{pmatrix},$$
whose last entry diverges as $\varepsilon \to 0$. Since the matrix is unique, no other choice of $c$ and $v$ avoids the large entry. A common safeguard compares the denominator with the lengths of the two vectors, using a small tolerance `tol`, and keeps $B$ when the test fails:

```python
r = y - B @ s
d = r @ s
if abs(d) > tol * norm(r) * norm(s):
    B = B + outer(r, r) / d
```

The strict inequality also skips the update when $r = 0$, where $B$ needs no correction. When $r \neq 0$ and the update is skipped, the secant condition is left unsatisfied for that step. For $s \neq 0$ it can still be met by a symmetric correction of rank at most two, for instance $(r s^{\mathsf T} + s r^{\mathsf T})/\langle s,s\rangle - \langle r,s\rangle\, s s^{\mathsf T}/\langle s,s\rangle^2$, which maps $s$ to $r$. In the breakdown example the symmetric matrix with all four entries equal to $1$ maps $(1,0)$ to $(1,1)$, and it differs from the unit matrix by a correction of rank two.
